# Replacing the exponential in the Fermi function by a finite power: error at most $x^2/(4N)$ for $x\ge -N/2$

## Occupations and resolvents

Electrons in independent single-particle levels at temperature $T>0$ and chemical potential $\mu$ occupy a level of energy $E$ with probability

$$f(x)=\frac{1}{1+e^x},\qquad x=\frac{E-\mu}{k_BT}.$$

For a large Hamiltonian matrix one may want the density matrix, whose eigenvalues are these occupations, without diagonalising the Hamiltonian. A rational approximation of $f$ helps, because a sum of simple fractions in the energy becomes a sum of resolvents, each obtained by solving linear systems.

An elementary rational approximation comes from $e^x\approx(1+x/N)^N$ with a positive integer $N$:

$$p_N(x)=\frac{1}{1+(1+x/N)^N}.$$

How far is $p_N$ from $f$, over what energies, and where are its poles?

## The bound and the energies it covers

For every integer $N>0$ and real $x\ge -N/2$,

$$0\le p_N(x)-f(x)\le\frac{x^2}{4N}.$$

The symmetric interval $|x|\le N/2$ is included. The condition says that the level lies no deeper than $Nk_BT/2$ below the chemical potential; there is no upper limit on its energy. In this range both occupations are above $1/2$ for $x<0$, equal to $1/2$ at $x=0$ and below $1/2$ for $x>0$. They therefore always differ by less than $1/2$, and the upper bound is informative only for $|x|<\sqrt{2N}$.

In Lean, `fermi x` is $f(x)$ and `powerFermi N z` is $p_N(z)$. The second is defined over any field `K`, so one definition serves real energies and the complex energies of the pole expansion. The theorem `powerFermi_error` takes `hN : 0 < N` and `hx : -(N / 2 : ℝ) ≤ x`. The type annotation makes $N/2$ a real quotient, so nothing is rounded for odd $N$. The conclusion is the conjunction of the two inequalities.

Three further results accompany it:

- `electron_number_error` sums the bound over a finite family of levels `x i`, all at least $-N/2$. A degenerate level is listed once for each state. The chemical potential is held fixed, and the levels do not respond to the changed occupations.
- `powerFermi_lt_fermi_of_even` shows that for even $N$ the sign of the error is reversed at $x=-2N$.
- `powerFermi_pole_expansion` writes $p_N(z)$ as $N$ simple fractions for every complex $z$ at which its denominator is nonzero. This hypothesis, `hz`, keeps the energy off the poles.

## One factor of the power

Put $t=x/N\ge-1/2$. The first step is

$$e^{t-t^2}\le 1+t,$$

which is equivalent to $1\le(1+t)e^{t^2-t}$.

If $t\ge0$, the bound $e^u\ge1+u$ with $u=t^2-t$ gives

$$(1+t)e^{t^2-t}\ge(1+t)(1-t+t^2)=1+t^3\ge1.$$

If $-1/2\le t\le0$, then $u\ge0$ and the stronger bound $e^u\ge1+u+u^2/2$ applies:

$$(1+t)e^{t^2-t}\ge 1+\frac{t^2}{2}\,(1+t-t^2+t^3).$$

Here $t^3\ge-t^2/2$ and $t^2\le1/4$, so the bracket is at least $1+t-\tfrac32t^2\ge\tfrac12-\tfrac38>0$.

## An energy shift of at most $x^2/N$

Together with $1+t\le e^t$, this places $1+t$ between two positive numbers. Taking $N$-th powers gives

$$e^{x-x^2/N}\le(1+x/N)^N\le e^x.$$

Since $y\mapsto1/(1+y)$ decreases for $y>0$,

$$f(x)\le p_N(x)\le f(x-x^2/N).$$

The left inequality is the sign statement. The right one says that the finite power raises the occupation no more than lowering the level by $k_BT\,x^2/N$ would.

To convert the shift into an occupation error, consider $g(z)=z/4+f(z)$. Its derivative is

$$g'(z)=\frac14-\frac{e^z}{(1+e^z)^2}=\frac{(e^z-1)^2}{4(1+e^z)^2}\ge0.$$

Hence $g(x-x^2/N)\le g(x)$, which rearranges to

$$f(x-x^2/N)-f(x)\le\frac{x^2}{4N}.$$

## Electron number and very deep levels

For levels $x_i\ge-N/2$, adding the inequalities gives

$$0\le\sum_i p_N(x_i)-\sum_i f(x_i)\le\frac{1}{4N}\sum_i x_i^2.$$

At fixed chemical potential the approximation can therefore only overcount electrons in this range.

Far below it the behaviour changes. For even $N$ and $x=-2N$ the factor $1+x/N$ equals $-1$, so its $N$-th power is 1 and $p_N(-2N)=1/2$. The Fermi function there exceeds $1/2$, because $e^{-2N}<1$. The sign statement thus needs some restriction on deep levels, although this example does not single out $-N/2$ as the threshold.

## The $N$ simple fractions

For $k=0,\dots,N-1$ define

$$\zeta_k=e^{i\pi(2k+1)/N},\qquad z_k=N(\zeta_k-1).$$

The points $z_k$ lie on the circle of radius $N$ about $-N$. Each phase satisfies $\zeta_k^N=e^{i\pi(2k+1)}=-1$.

Write $\zeta_k=\zeta_0\omega^k$ with $\omega=e^{2\pi i/N}$. For $0<m<N$ we have $\omega^m\ne1$, so

$$\sum_{k=0}^{N-1}\zeta_k^m=\zeta_0^m\,\frac{1-\omega^{mN}}{1-\omega^m}=0.$$

Now let $w=1+z/N$ and suppose $1+w^N\ne0$. Then $w\ne\zeta_k$ for every $k$, and factorising $w^N-\zeta_k^N=w^N+1$ gives

$$\frac{\zeta_k}{w-\zeta_k}=\frac{1}{1+w^N}\sum_{j=0}^{N-1}w^j\zeta_k^{N-j}.$$

Sum over $k$. Every term with $j>0$ vanishes, and $j=0$ contributes $\sum_k\zeta_k^N=-N$. Since $z-z_k=N(w-\zeta_k)$,

$$p_N(z)=-\sum_{k=0}^{N-1}\frac{\zeta_k}{z-z_k}.$$

For $N=1$ this reads $p_1(z)=1/(z+2)$, with its single pole at $-2$.

For a finite Hermitian single-particle Hamiltonian $H$, set $X=(H-\mu I)/(k_BT)$. If all eigenvalues of $X$ are at least $-N/2$, using the scalar identity on each eigenvalue turns the approximate density matrix into $-\sum_k\zeta_k(X-z_kI)^{-1}$, a matrix step that the Lean theorems leave to the reader.

## The Lean file

```lean
import Mathlib

open Finset

namespace FermiFinitePower

noncomputable section

/-- The Fermi function of the reduced energy `x`, measured from the chemical potential in units of
the thermal energy `k_B T`. -/
def fermi (x : ℝ) : ℝ := 1 / (1 + Real.exp x)

/-- The Fermi function with the exponential replaced by the finite power `(1 + z/N)^N`,
for real or complex reduced energy. -/
def powerFermi {K : Type*} [Field K] (N : ℕ) (z : K) : K := 1 / (1 + (1 + z / (N : K)) ^ N)

/-- The phases `exp(iπ(2k+1)/N)` on the unit circle. -/
def phase (N k : ℕ) : ℂ := Complex.exp (Real.pi * Complex.I * (2 * k + 1) / N)

/-- The points `N (ζ - 1)` of the complex energy plane, with `ζ` the `k`-th phase. -/
def pole (N k : ℕ) : ℂ := N * (phase N k - 1)

/-- A single factor `1 + t` is at least `exp(t - t²)` when `t ≥ -1/2`. -/
theorem exp_sub_sq_le {t : ℝ} (ht : -(1 / 2) ≤ t) : Real.exp (t - t ^ 2) ≤ 1 + t := by
  have key : 1 ≤ (1 + t) * Real.exp (t ^ 2 - t) := by
    have h1t : 0 ≤ 1 + t := by linarith
    rcases le_total 0 t with h | h
    · -- the linear bound on the exponential suffices for positive `t`
      have h1 := mul_le_mul_of_nonneg_left (Real.add_one_le_exp (t ^ 2 - t)) h1t
      have h2 : 0 ≤ t ^ 3 := by positivity
      nlinarith [h1, h2]
    · -- for negative `t` the linear bound falls short, and the quadratic one is used
      have hu : 0 ≤ t ^ 2 - t := by nlinarith [sq_nonneg t]
      have h1 := mul_le_mul_of_nonneg_left (Real.quadratic_le_exp_of_nonneg hu) h1t
      have h2 : t ^ 2 ≤ 1 / 4 := by nlinarith
      have h3 : 0 ≤ (t + 1 / 2) * t ^ 2 := mul_nonneg (by linarith) (sq_nonneg t)
      have h4 : 0 ≤ 1 + t - t ^ 2 + t ^ 3 := by nlinarith
      have h5 := mul_nonneg (sq_nonneg t) h4
      refine le_trans ?_ h1
      linarith [show (1 + t) * (1 + (t ^ 2 - t) + (t ^ 2 - t) ^ 2 / 2)
        = 1 + t ^ 2 * (1 + t - t ^ 2 + t ^ 3) / 2 by ring]
  have hprod : Real.exp (t - t ^ 2) * Real.exp (t ^ 2 - t) = 1 := by
    rw [← Real.exp_add, show t - t ^ 2 + (t ^ 2 - t) = 0 by ring, Real.exp_zero]
  calc Real.exp (t - t ^ 2) = Real.exp (t - t ^ 2) * 1 := (mul_one _).symm
    _ ≤ Real.exp (t - t ^ 2) * ((1 + t) * Real.exp (t ^ 2 - t)) :=
        mul_le_mul_of_nonneg_left key (Real.exp_pos _).le
    _ = 1 + t := by linear_combination (1 + t) * hprod

/-- For `N > 0` and `x ≥ -N/2` the finite power `(1 + x/N)^N` lies between `exp(x - x²/N)` and `exp
x`. -/
theorem power_between_exponentials {N : ℕ} (hN : 0 < N) {x : ℝ} (hx : -(N / 2 : ℝ) ≤ x) :
    Real.exp (x - x ^ 2 / N) ≤ (1 + x / N) ^ N ∧ (1 + x / N) ^ N ≤ Real.exp x := by
  have hN' : (0 : ℝ) < N := by exact_mod_cast hN
  have ht : -(1 / 2) ≤ x / N := by
    rw [le_div_iff₀ hN']
    linarith
  constructor
  · have e : x - x ^ 2 / N = N * (x / N - (x / N) ^ 2) := by field_simp
    rw [e, Real.exp_nat_mul]
    exact pow_le_pow_left₀ (Real.exp_pos _).le (exp_sub_sq_le ht) N
  · have e : Real.exp x = Real.exp (x / N) ^ N := by
      rw [← Real.exp_nat_mul, mul_div_cancel₀ x hN'.ne']
    rw [e]
    exact pow_le_pow_left₀ (by linarith) (by linarith [Real.add_one_le_exp (x / N)]) N

/-- For reduced energies `x ≥ -N/2` the finite-power occupation is never below the Fermi
function and exceeds it by at most `x²/(4N)`. -/
theorem powerFermi_error {N : ℕ} (hN : 0 < N) {x : ℝ} (hx : -(N / 2 : ℝ) ≤ x) :
    0 ≤ powerFermi N x - fermi x ∧ powerFermi N x - fermi x ≤ x ^ 2 / (4 * N) := by
  obtain ⟨hlow, hup⟩ := power_between_exponentials hN hx
  have hpos : 0 < (1 + x / N) ^ N := lt_of_lt_of_le (Real.exp_pos _) hlow
  constructor
  · have h := one_div_le_one_div_of_le (by linarith : 0 < 1 + (1 + x / N) ^ N)
      (by linarith : 1 + (1 + x / N) ^ N ≤ 1 + Real.exp x)
    unfold powerFermi fermi
    linarith
  · -- `z/4 + fermi z` increases, so an energy shift costs at most a quarter of itself
    have hd : ∀ z : ℝ, HasDerivAt (fun z : ℝ => z / 4 + 1 / (1 + Real.exp z))
        (1 / 4 - Real.exp z / (1 + Real.exp z) ^ 2) z := by
      intro z
      have h1 : HasDerivAt (fun z : ℝ => 1 + Real.exp z) (Real.exp z) z :=
        (Real.hasDerivAt_exp z).const_add 1
      have h2 := (hasDerivAt_id' z).div_const 4
      have h3 := (hasDerivAt_const z (1 : ℝ)).fun_div h1 (by positivity)
      exact (h2.fun_add h3).congr_deriv (by ring)
    have hmono : Monotone (fun z : ℝ => z / 4 + 1 / (1 + Real.exp z)) := by
      refine monotone_of_deriv_nonneg (fun z => (hd z).differentiableAt) (fun z => ?_)
      rw [(hd z).deriv, sub_nonneg, div_le_div_iff₀ (by positivity) (by norm_num)]
      nlinarith [sq_nonneg (Real.exp z - 1)]
    have hshift : x - x ^ 2 / N ≤ x := by
      have : 0 ≤ x ^ 2 / (N : ℝ) := by positivity
      linarith
    have h1 := hmono hshift
    have h2 := one_div_le_one_div_of_le
      (by positivity : 0 < 1 + Real.exp (x - x ^ 2 / N))
      (by linarith : 1 + Real.exp (x - x ^ 2 / N) ≤ 1 + (1 + x / N) ^ N)
    have e : x ^ 2 / (4 * (N : ℝ)) = x ^ 2 / N / 4 := by
      rw [div_div, mul_comm]
    simp only at h1
    unfold powerFermi fermi
    rw [e]
    linarith

/-- For finitely many levels with reduced energies `x i ≥ -N/2`, the finite power
overestimates the electron number by at most `∑ x i ² / (4N)`. -/
theorem electron_number_error {ι : Type*} [Fintype ι] {N : ℕ} (hN : 0 < N) (x : ι → ℝ)
    (hx : ∀ i, -(N / 2 : ℝ) ≤ x i) :
    0 ≤ ∑ i, powerFermi N (x i) - ∑ i, fermi (x i) ∧
      ∑ i, powerFermi N (x i) - ∑ i, fermi (x i) ≤ (∑ i, x i ^ 2) / (4 * N) := by
  rw [← Finset.sum_sub_distrib, Finset.sum_div]
  exact ⟨Finset.sum_nonneg fun i _ => (powerFermi_error hN (hx i)).1,
    Finset.sum_le_sum fun i _ => (powerFermi_error hN (hx i)).2⟩

/-- For positive even `N` and reduced energy `-2N` the finite-power occupation lies strictly below
the Fermi function. -/
theorem powerFermi_lt_fermi_of_even {N : ℕ} (hN : 0 < N) (he : Even N) :
    powerFermi N (-2 * N : ℝ) < fermi (-2 * N) := by
  have hN' : (0 : ℝ) < N := by exact_mod_cast hN
  have e : 1 + (-2 * N : ℝ) / N = -1 := by
    rw [mul_div_assoc, div_self hN'.ne']
    norm_num
  have hexp : Real.exp (-2 * N) < 1 := Real.exp_lt_one_iff.mpr (by linarith)
  unfold powerFermi fermi
  rw [e, he.neg_one_pow]
  exact one_div_lt_one_div_of_lt (by positivity) (by linarith)

/-- Each phase is an `N`-th root of `-1`. -/
theorem phase_pow {N : ℕ} (hN : 0 < N) (k : ℕ) : phase N k ^ N = -1 := by
  have hN' : (N : ℂ) ≠ 0 := by exact_mod_cast hN.ne'
  have e : (N : ℂ) * (Real.pi * Complex.I * (2 * k + 1) / N)
      = Real.pi * Complex.I + k * (2 * Real.pi * Complex.I) := by
    rw [mul_div_cancel₀ _ hN']
    ring
  rw [phase, ← Complex.exp_nat_mul, e, Complex.exp_add, Complex.exp_nat_mul,
    Complex.exp_two_pi_mul_I, Complex.exp_pi_mul_I, one_pow, mul_one]

/-- The `m`-th powers of the `N` phases cancel in the sum when `0 < m < N`. -/
theorem sum_phase_pow {N m : ℕ} (hm : 0 < m) (hmN : m < N) :
    ∑ k ∈ range N, phase N k ^ m = 0 := by
  have hω := Complex.isPrimitiveRoot_exp N (by omega)
  obtain ⟨ω, hωdef⟩ : ∃ ω, ω = Complex.exp (2 * Real.pi * Complex.I / N) := ⟨_, rfl⟩
  rw [← hωdef] at hω
  have hk : ∀ k, phase N k ^ m = phase N 0 ^ m * (ω ^ m) ^ k := by
    intro k
    have h : phase N k = phase N 0 * ω ^ k := by
      rw [hωdef, phase, phase, ← Complex.exp_nat_mul, ← Complex.exp_add]
      congr 1
      push_cast
      ring
    rw [h, mul_pow, ← pow_mul, ← pow_mul, mul_comm k m]
  have hne : 1 - ω ^ m ≠ 0 := fun h =>
    absurd (Nat.le_of_dvd hm (hω.dvd_of_pow_eq_one m (sub_eq_zero.mp h).symm)) (by omega)
  have hgeom := mul_neg_geom_sum (ω ^ m) N
  rw [← pow_mul, mul_comm m N, pow_mul, hω.pow_eq_one, one_pow, sub_self] at hgeom
  rw [Finset.sum_congr rfl (fun k _ => hk k), ← Finset.mul_sum,
    (mul_eq_zero.mp hgeom).resolve_left hne, mul_zero]

/-- Wherever its denominator does not vanish, the finite-power Fermi function is a sum of
`N` simple fractions in the complex energy. -/
theorem powerFermi_pole_expansion {N : ℕ} (hN : 0 < N) (z : ℂ)
    (hz : 1 + (1 + z / N) ^ N ≠ 0) :
    powerFermi N z = -∑ k ∈ range N, phase N k / (z - pole N k) := by
  have hN' : (N : ℂ) ≠ 0 := by exact_mod_cast hN.ne'
  obtain ⟨w, hw⟩ : ∃ w, w = 1 + z / (N : ℂ) := ⟨_, rfl⟩
  rw [← hw] at hz
  have hzw : z = N * (w - 1) := by
    rw [hw, add_sub_cancel_left, mul_div_cancel₀ z hN']
  -- only the constant term of the geometric sums survives summation over the phases
  have hS : ∑ k ∈ range N, phase N k * ∑ j ∈ range N, w ^ j * phase N k ^ (N - 1 - j)
      = -(N : ℂ) := by
    calc _ = ∑ j ∈ range N, w ^ j * ∑ k ∈ range N, phase N k ^ (N - j) := by
          simp_rw [Finset.mul_sum]
          rw [Finset.sum_comm]
          refine Finset.sum_congr rfl fun j hj => Finset.sum_congr rfl fun k _ => ?_
          have hj' := Finset.mem_range.mp hj
          have e : N - j = (N - 1 - j) + 1 := by omega
          rw [e, pow_succ]
          ring
      _ = w ^ 0 * ∑ k ∈ range N, phase N k ^ (N - 0) := by
          refine Finset.sum_eq_single 0 (fun j hj h0 => ?_)
            (fun h => absurd (Finset.mem_range.mpr hN) h)
          have hj' := Finset.mem_range.mp hj
          rw [sum_phase_pow (by omega) (by omega), mul_zero]
      _ = -(N : ℂ) := by simp [phase_pow hN]
  have hterm : ∀ k, phase N k / (z - pole N k)
      = phase N k * (∑ j ∈ range N, w ^ j * phase N k ^ (N - 1 - j)) / (N * (1 + w ^ N)) := by
    intro k
    have hgeom := (Commute.all w (phase N k)).geom_sum₂_mul N
    rw [phase_pow hN] at hgeom
    have hdiff : z - pole N k = N * (w - phase N k) := by
      rw [hzw, pole]
      ring
    have hne : w - phase N k ≠ 0 := by
      intro h
      apply hz
      rw [sub_eq_zero.mp h, phase_pow hN]
      ring
    rw [hdiff, div_eq_div_iff (mul_ne_zero hN' hne) (mul_ne_zero hN' hz)]
    linear_combination (-(phase N k) * N) * hgeom
  rw [Finset.sum_congr rfl (fun k _ => hterm k), ← Finset.sum_div, hS, powerFermi, ← hw,
    neg_div, neg_neg, div_eq_div_iff hz (mul_ne_zero hN' hz)]
  ring

end

end FermiFinitePower
```

```lean
#print axioms FermiFinitePower.powerFermi_error
#print axioms FermiFinitePower.electron_number_error
#print axioms FermiFinitePower.powerFermi_lt_fermi_of_even
#print axioms FermiFinitePower.powerFermi_pole_expansion
```

```
'FermiFinitePower.powerFermi_error' depends on axioms: [propext, Classical.choice, Quot.sound]
'FermiFinitePower.electron_number_error' depends on axioms: [propext, Classical.choice, Quot.sound]
'FermiFinitePower.powerFermi_lt_fermi_of_even' depends on axioms: [propext, Classical.choice, Quot.sound]
'FermiFinitePower.powerFermi_pole_expansion' depends on axioms: [propext, Classical.choice, Quot.sound]
```

## How the inequalities are proved

`exp_sub_sq_le` first proves the product form, called `key`, and splits on the sign of $t$ with `le_total`. The two branches use `Real.add_one_le_exp` and `Real.quadratic_le_exp_of_nonneg`, the linear and quadratic bounds above. In the second branch, `h4` is the nonnegativity of the bracket, and `ring` checks the polynomial identity around it. The final `calc` multiplies `key` by $e^{t-t^2}$ to return to the original form.

`power_between_exponentials` rewrites each exponential as an $N$-th power by `Real.exp_nat_mul`. It then applies `pow_le_pow_left₀`, which needs the smaller base to be nonnegative. For the upper estimate that base is $1+x/N$, and the restriction on $x$ supplies the condition.

In `powerFermi_error`, the sign comes from taking reciprocals with `one_div_le_one_div_of_le`. For the upper bound, `hd` computes $g'$, and `hmono` obtains monotonicity from `monotone_of_deriv_nonneg`; the square $(e^z-1)^2$ is handed to `nlinarith`. Applying `hmono` to `hshift`, the inequality $x-x^2/N\le x$, gives the quarter-shift estimate. A second comparison of reciprocals gives $p_N(x)\le f(x-x^2/N)$, and `linarith` combines the two.

`electron_number_error` merges the two sums into a sum of differences and applies the single-level theorem to each term. `powerFermi_lt_fermi_of_even` evaluates the base as $-1$, uses evenness to obtain the power 1, and compares reciprocals strictly.

## How the poles are summed

`phase_pow` separates the exponent $i\pi(2k+1)$ into $i\pi$ and $k$ full turns. `sum_phase_pow` uses the fact that $\omega$ is a primitive $N$-th root of unity: if $\omega^m$ were 1, $N$ would divide $m$, which is impossible for $0<m<N$. The geometric-sum identity `mul_neg_geom_sum` then forces the sum to vanish.

In `powerFermi_pole_expansion`, `hS` is the double sum over phases and powers. `Finset.sum_comm` exchanges the order of summation, and `Finset.sum_eq_single` keeps only $j=0$, with `sum_phase_pow` removing the other terms. The statement `hterm` is the factorisation for one pole: `hne` derives $w\ne\zeta_k$ from `hz`, and `linear_combination` verifies the identity after the denominators are cleared. Summing `hterm` over $k$ and inserting `hS` leaves $-N/(N(1+w^N))$, whose negative is $p_N(z)$.
